# Geometric relaxation of finite Markov chains with all transition probabilities at least ε > 0

Take a system with two states. In one time step it jumps from state 1 to state 2 with probability $a$ and back with probability $b$. Two populations with the same total differ by a vector of the form $(d,-d)$, and one step gives

$$
\begin{pmatrix}1-a & b\\ a & 1-b\end{pmatrix}\begin{pmatrix}d\\-d\end{pmatrix}=(1-a-b)\begin{pmatrix}d\\-d\end{pmatrix}.
$$

If all four entries are at least $\varepsilon$, then $a$ and $b$ lie between $\varepsilon$ and $1-\varepsilon$, so $|1-a-b|\le 1-2\varepsilon$. Every step therefore shrinks the difference at least by the factor $1-2\varepsilon$, whatever the initial populations were.

## The contraction factor for N states

Let $P$ be an $N\times N$ matrix whose entry $P_{ij}$ is the probability of the transition $j\to i$ in one step. Each column adds up to one, and $P_{ij}\ge\varepsilon\ge 0$ for all $i,j$. Write $\|v\|_1=\sum_i|v_i|$ and $r=1-N\varepsilon$. Then

$$
\|Pv\|_1\le r\,\|v\|_1\qquad\text{whenever }\sum_i v_i=0 .
$$

If $\varepsilon>0$ and there is at least one state, a stationary probability vector $\pi=P\pi$ exists, and every probability vector $p$ satisfies

$$
\|P^np-\pi\|_1\le r^n\,\|p-\pi\|_1 .
$$

Doeblin's condition in its general form bounds the transition probabilities below by a multiple of some fixed distribution, also on infinite state spaces. The version here is for finitely many states and takes that distribution to be uniform.

## Steady states by repeated multiplication

In simulation practice the bound applies to linear master equations with finitely many states, such as the charge states of a defect at fixed carrier densities. With a constant rate matrix $W$, the propagator over a time step $\Delta t$ is $P=e^{W\Delta t}$. If every state can be reached from every other, all its entries are positive for $\Delta t>0$, and its smallest entry can serve as $\varepsilon$.

A code that finds the steady state by repeating `p = P @ p` can then fix the number of steps in advance. Two probability vectors are at most 2 apart in the 1-norm. For $N=4$ and $\varepsilon=0.05$ the factor is $r=0.8$, and 86 steps bring the error below $10^{-8}$ in exact arithmetic.

The contraction also turns the change per step into an error bound. With $p_n=P^np$,

$$
\|p_n-\pi\|_1\le\|p_n-p_{n+1}\|_1+\|P(p_n-\pi)\|_1\le\|p_n-p_{n+1}\|_1+r\,\|p_n-\pi\|_1,
$$

so $\|p_n-\pi\|_1\le\|p_{n+1}-p_n\|_1/(N\varepsilon)$. This bound guarantees a small error once the change per step is small compared with $N\varepsilon$; a small change alone is no guarantee. This stopping rule is a corollary that the file below does not state.

An explicit Euler step $1+W\Delta t$ has a zero wherever two states are not directly connected, which forces $\varepsilon=0$. If some power $P^m$ has only positive entries, the bound can be applied to $P^m$ as a single step. If a code stores row-stochastic matrices, the $P$ used here is the transpose of the stored matrix.

## From column sums to a stationary distribution

**Sign of the factor.** Adding $P_{ij}\ge\varepsilon$ over $i$ gives $1\ge N\varepsilon$, so $r\ge0$.

**Conservation.** Exchanging the sums gives $\sum_i(Pv)_i=\sum_j\big(\sum_iP_{ij}\big)v_j=\sum_jv_j$.

**Contraction.** If $\sum_jv_j=0$, subtracting $\varepsilon$ from every entry of $P$ changes nothing: $(Pv)_i=\sum_j(P_{ij}-\varepsilon)v_j$. The new coefficients are nonnegative, so

$$
\|Pv\|_1\le\sum_i\sum_j(P_{ij}-\varepsilon)|v_j|=\sum_j\Big(\sum_i(P_{ij}-\varepsilon)\Big)|v_j|=(1-N\varepsilon)\|v\|_1 .
$$

**Many steps.** Let step $k=0,1,\dots$ have its own matrix $P_k$ with lower bound $\varepsilon_k$. The difference of two populations $p$ and $q$ with equal totals stays zero-sum by conservation, so the contraction applies at each step. After $n$ steps the difference is at most $\prod_{k=0}^{n-1}(1-N\varepsilon_k)\,\|p-q\|_1$. For a constant matrix and $q=\pi$ this is the geometric bound. If $\varepsilon>0$, then $r<1$ and the error tends to zero.

**Existence.** Let $u_i=1/N$ and $u_n=P^nu$. Since $u$ and $Pu$ have equal totals, $\|u_{n+1}-u_n\|_1\le r^n\|Pu-u\|_1$. For $m>n$ the geometric series gives $\|u_m-u_n\|_1\le r^n\|Pu-u\|_1/(1-r)$, so the sequence is Cauchy and has a limit $\pi$. Each $u_n$ is nonnegative with total one, and both properties survive in the limit. By continuity $P\pi=\lim Pu_n=\lim u_{n+1}=\pi$.

**Sharpness.** For $0\le\varepsilon\le1/N$, the matrix $P_{ij}=\varepsilon+(1-N\varepsilon)\delta_{ij}$ satisfies all conditions and maps each zero-sum $v$ to $(1-N\varepsilon)v$. For $N\ge2$ there are nonzero vectors of this kind, so no smaller factor holds for all such $P$.

**Without a positive lower bound.** The matrix $\begin{pmatrix}0&1\\1&0\end{pmatrix}$ has unit column sums, but only $\varepsilon=0$ is possible. It sends $(1,0)$ to $(0,1)$ and back for ever, although $(1/2,1/2)$ is stationary. The zero-sum condition matters too: for $v=\pi$ the norm does not shrink at all.

## The Lean file

```lean
import Mathlib

open Matrix Filter Topology

namespace DoeblinContraction

noncomputable section

variable {ι : Type*} [Fintype ι]

/-- The 1-norm of a population vector: the sum of the absolute values of its entries. -/
def l1 (v : ι → ℝ) : ℝ := ∑ i, |v i|

/-- A probability vector: nonnegative populations that add up to one. -/
structure IsProb (p : ι → ℝ) : Prop where
  nonneg : ∀ i, 0 ≤ p i
  total : ∑ i, p i = 1

/-- A column-stochastic matrix in which every transition `j → i` has probability
`P i j` at least `ε ≥ 0`. -/
structure Mixes (P : Matrix ι ι ℝ) (ε : ℝ) : Prop where
  nonneg : 0 ≤ ε
  le_entry : ∀ i j, ε ≤ P i j
  col_sum : ∀ j, ∑ i, P i j = 1

/-- Populations after `n` steps of a driven process whose `k`-th step has transition
matrix `P k`. -/
def evolve (P : ℕ → Matrix ι ι ℝ) (p : ι → ℝ) : ℕ → ι → ℝ
  | 0 => p
  | n + 1 => P n *ᵥ evolve P p n

/-- The contraction factor `1 - N ε` is never negative. -/
theorem factor_nonneg {P : Matrix ι ι ℝ} {ε : ℝ} (h : Mixes P ε) :
    0 ≤ 1 - (Fintype.card ι : ℝ) * ε := by
  rcases isEmpty_or_nonempty ι with hι | ⟨⟨j⟩⟩
  · simp
  · have hs := Finset.sum_le_sum (fun i (_ : i ∈ Finset.univ) => h.le_entry i j)
    rw [h.col_sum j] at hs
    simp only [Finset.sum_const, Finset.card_univ, nsmul_eq_mul] at hs
    linarith

/-- One step of the process conserves the total population. -/
theorem total_conserved {P : Matrix ι ι ℝ} {ε : ℝ} (h : Mixes P ε) (v : ι → ℝ) :
    ∑ i, (P *ᵥ v) i = ∑ i, v i := by
  simp only [Matrix.mulVec, dotProduct]
  rw [Finset.sum_comm]
  refine Finset.sum_congr rfl fun j _ => ?_
  rw [← Finset.sum_mul, h.col_sum, one_mul]

/-- Doeblin contraction: one step shrinks the 1-norm of a zero-sum vector at least by the
factor `1 - N ε`. -/
theorem doeblin_contraction {P : Matrix ι ι ℝ} {ε : ℝ} (h : Mixes P ε)
    {v : ι → ℝ} (hv : ∑ i, v i = 0) :
    l1 (P *ᵥ v) ≤ (1 - (Fintype.card ι : ℝ) * ε) * l1 v := by
  have key : ∀ i, |(P *ᵥ v) i| ≤ ∑ j, (P i j - ε) * |v j| := by
    intro i
    -- the uniform part of `P` does not act on a zero-sum vector
    have e : (P *ᵥ v) i = ∑ j, (P i j - ε) * v j := by
      simp only [Matrix.mulVec, dotProduct, sub_mul, Finset.sum_sub_distrib,
        ← Finset.mul_sum, hv, mul_zero, sub_zero]
    rw [e]
    refine (Finset.abs_sum_le_sum_abs _ _).trans
      (le_of_eq (Finset.sum_congr rfl fun j _ => ?_))
    rw [abs_mul, abs_of_nonneg (sub_nonneg.2 (h.le_entry i j))]
  -- the columns of what remains add up to `1 - N ε`
  calc l1 (P *ᵥ v) ≤ ∑ i, ∑ j, (P i j - ε) * |v j| :=
        Finset.sum_le_sum fun i _ => key i
    _ = ∑ j, (∑ i, (P i j - ε)) * |v j| := by
        rw [Finset.sum_comm]
        simp only [Finset.sum_mul]
    _ = (1 - (Fintype.card ι : ℝ) * ε) * l1 v := by
        simp only [Finset.sum_sub_distrib, h.col_sum, Finset.sum_const,
          Finset.card_univ, nsmul_eq_mul, l1, Finset.mul_sum]

/-- For two initial populations with equal totals under the same driving, the 1-norm distance after
`n` steps is at most the initial one times the product of the factors `1 - N ε k` of these steps. -/
theorem driven_memory_loss {P : ℕ → Matrix ι ι ℝ} {ε : ℕ → ℝ}
    (h : ∀ k, Mixes (P k) (ε k)) {p q : ι → ℝ} (hpq : ∑ i, p i = ∑ i, q i) (n : ℕ) :
    l1 (evolve P p n - evolve P q n) ≤
      (∏ k ∈ Finset.range n, (1 - (Fintype.card ι : ℝ) * ε k)) * l1 (p - q) := by
  have tot : ∀ (u : ι → ℝ) (m : ℕ), ∑ i, evolve P u m i = ∑ i, u i := by
    intro u m
    induction m with
    | zero => rfl
    | succ m ih => exact (total_conserved (h m) _).trans ih
  induction n with
  | zero => simp [evolve]
  | succ n ih =>
    have hz : ∑ i, (evolve P p n - evolve P q n) i = 0 := by
      simp only [Pi.sub_apply, Finset.sum_sub_distrib, tot, hpq, sub_self]
    calc l1 (evolve P p (n + 1) - evolve P q (n + 1))
        = l1 (P n *ᵥ (evolve P p n - evolve P q n)) := by
          rw [Matrix.mulVec_sub]; rfl
      _ ≤ (1 - (Fintype.card ι : ℝ) * ε n) * l1 (evolve P p n - evolve P q n) :=
          doeblin_contraction (h n) hz
      _ ≤ (1 - (Fintype.card ι : ℝ) * ε n) *
            ((∏ k ∈ Finset.range n, (1 - (Fintype.card ι : ℝ) * ε k)) * l1 (p - q)) :=
          mul_le_mul_of_nonneg_left ih (factor_nonneg (h n))
      _ = _ := by rw [Finset.prod_range_succ]; ring

variable [DecidableEq ι]

/-- For a time-independent transition matrix, `n` steps amount to its `n`-th power. -/
theorem evolve_const (P : Matrix ι ι ℝ) (p : ι → ℝ) (n : ℕ) :
    evolve (fun _ => P) p n = P ^ n *ᵥ p := by
  induction n with
  | zero => simp [evolve]
  | succ n ih =>
    show P *ᵥ evolve (fun _ => P) p n = _
    rw [ih, Matrix.mulVec_mulVec, pow_succ']

omit [DecidableEq ι] in
/-- The largest difference between two population vectors is at most their 1-norm distance. -/
theorem dist_le_l1 (u v : ι → ℝ) : dist u v ≤ l1 (u - v) := by
  refine (dist_pi_le_iff (Finset.sum_nonneg fun i _ => abs_nonneg _)).2 fun i => ?_
  rw [Real.dist_eq]
  exact Finset.single_le_sum (f := fun i => |(u - v) i|)
    (fun i _ => abs_nonneg _) (Finset.mem_univ i)

/-- If all transition probabilities are at least `ε > 0`, the populations `P ^ n p` converge
to any stationary `π` with the same total, with 1-norm error at most
`(1 - N ε) ^ n` times the initial one. -/
theorem geometric_convergence [Nonempty ι] {P : Matrix ι ι ℝ} {ε : ℝ} (h : Mixes P ε)
    (hε : 0 < ε) {p π : ι → ℝ} (hp : ∑ i, p i = ∑ i, π i) (hπ : P *ᵥ π = π) :
    (∀ n : ℕ, l1 (P ^ n *ᵥ p - π) ≤
      (1 - (Fintype.card ι : ℝ) * ε) ^ n * l1 (p - π)) ∧
    Tendsto (fun n : ℕ => P ^ n *ᵥ p) atTop (𝓝 π) := by
  have fix : ∀ n : ℕ, P ^ n *ᵥ π = π := by
    intro n
    induction n with
    | zero => simp
    | succ n ih => rw [pow_succ, ← Matrix.mulVec_mulVec, hπ, ih]
  have bound : ∀ n : ℕ, l1 (P ^ n *ᵥ p - π) ≤
      (1 - (Fintype.card ι : ℝ) * ε) ^ n * l1 (p - π) := by
    intro n
    have b := driven_memory_loss (P := fun _ => P) (ε := fun _ => ε) (fun _ => h) hp n
    simpa only [evolve_const, fix, Finset.prod_const, Finset.card_range] using b
  refine ⟨bound, ?_⟩
  have hN : (0 : ℝ) < Fintype.card ι := by exact_mod_cast Fintype.card_pos
  have hr : 1 - (Fintype.card ι : ℝ) * ε < 1 := by linarith [mul_pos hN hε]
  have lim := (tendsto_pow_atTop_nhds_zero_of_lt_one (factor_nonneg h) hr).mul_const
    (l1 (p - π))
  rw [zero_mul] at lim
  exact tendsto_iff_dist_tendsto_zero.2 (squeeze_zero (fun _ => dist_nonneg)
    (fun n => (dist_le_l1 _ _).trans (bound n)) lim)

/-- If all transition probabilities are at least `ε > 0`, a stationary probability vector
exists. -/
theorem exists_stationary [Nonempty ι] {P : Matrix ι ι ℝ} {ε : ℝ} (h : Mixes P ε)
    (hε : 0 < ε) : ∃ π : ι → ℝ, IsProb π ∧ P *ᵥ π = π := by
  have hN : (0 : ℝ) < Fintype.card ι := by exact_mod_cast Fintype.card_pos
  have hr : 1 - (Fintype.card ι : ℝ) * ε < 1 := by linarith [mul_pos hN hε]
  -- start from the uniform distribution
  let p : ι → ℝ := fun _ => (Fintype.card ι : ℝ)⁻¹
  have step : ∀ n : ℕ, P ^ (n + 1) *ᵥ p = P *ᵥ (P ^ n *ᵥ p) := fun n => by
    rw [Matrix.mulVec_mulVec, pow_succ']
  have prob : ∀ n : ℕ, IsProb (P ^ n *ᵥ p) := by
    intro n
    induction n with
    | zero =>
      rw [pow_zero, Matrix.one_mulVec]
      refine ⟨fun _ => inv_nonneg.2 hN.le, ?_⟩
      simp only [p, Finset.sum_const, Finset.card_univ, nsmul_eq_mul]
      exact mul_inv_cancel₀ hN.ne'
    | succ n ih =>
      rw [step]
      exact ⟨fun i => Finset.sum_nonneg fun j _ =>
        mul_nonneg (h.nonneg.trans (h.le_entry i j)) (ih.nonneg j),
        (total_conserved h _).trans ih.total⟩
  -- successive iterates approach each other geometrically
  have cau : CauchySeq (fun n : ℕ => P ^ n *ᵥ p) := by
    refine cauchySeq_of_le_geometric _ (l1 (p - P *ᵥ p)) hr fun n => ?_
    have b := driven_memory_loss (P := fun _ => P) (ε := fun _ => ε) (fun _ => h)
      (total_conserved h p).symm n
    simp only [evolve_const, Finset.prod_const, Finset.card_range,
      Matrix.mulVec_mulVec, ← pow_succ] at b
    rw [mul_comm]
    refine (dist_le_l1 _ _).trans ?_
    simpa only [Matrix.mulVec_mulVec] using b
  obtain ⟨π, hπ⟩ := cauchySeq_tendsto_of_complete cau
  have comp := tendsto_pi_nhds.1 hπ
  refine ⟨π, ⟨fun i => ge_of_tendsto' (comp i) fun n => (prob n).nonneg i, ?_⟩, ?_⟩
  · exact tendsto_nhds_unique (tendsto_finsetSum _ fun i _ => comp i)
      (tendsto_const_nhds.congr fun n => (prob n).total.symm)
  · have hc : Continuous fun v : ι → ℝ => P *ᵥ v :=
      Continuous.matrix_mulVec continuous_const continuous_id
    have l := (hc.tendsto π).comp hπ
    exact tendsto_nhds_unique l
      ((hπ.comp (tendsto_add_atTop_nat 1)).congr fun n => step n)

/-- The matrix with `ε` in every off-diagonal entry and `1 - (N - 1) ε` in every diagonal entry. -/
def uniformJump (ε : ℝ) : Matrix ι ι ℝ :=
  fun i j => ε + if i = j then 1 - (Fintype.card ι : ℝ) * ε else 0

/-- If `0 ≤ ε` and `N ε ≤ 1`, the matrix `uniformJump ε` satisfies `Mixes` and multiplies the 1-norm
of every zero-sum vector by exactly `1 - N ε`. -/
theorem contraction_sharp {ε : ℝ} (h0 : 0 ≤ ε) (h1 : (Fintype.card ι : ℝ) * ε ≤ 1) :
    Mixes (uniformJump ε : Matrix ι ι ℝ) ε ∧
    ∀ v : ι → ℝ, ∑ i, v i = 0 →
      l1 (uniformJump ε *ᵥ v) = (1 - (Fintype.card ι : ℝ) * ε) * l1 v := by
  have hr : 0 ≤ 1 - (Fintype.card ι : ℝ) * ε := sub_nonneg.2 h1
  refine ⟨⟨h0, fun i j => ?_, fun j => ?_⟩, fun v hv => ?_⟩
  · unfold uniformJump
    split_ifs <;> linarith
  · simp only [uniformJump, Finset.sum_add_distrib, Finset.sum_const, Finset.card_univ,
      nsmul_eq_mul, Finset.sum_ite_eq', Finset.mem_univ, if_true]
    ring
  · have e : ∀ i, (uniformJump ε *ᵥ v) i = (1 - (Fintype.card ι : ℝ) * ε) * v i := by
      intro i
      simp only [Matrix.mulVec, dotProduct, uniformJump, add_mul, ite_mul, zero_mul,
        Finset.sum_add_distrib, ← Finset.mul_sum, hv, mul_zero, zero_add,
        Finset.sum_ite_eq, Finset.mem_univ, if_true]
    simp only [l1, e, abs_mul, abs_of_nonneg hr, Finset.mul_sum]

end

end DoeblinContraction
```

```lean
#print axioms DoeblinContraction.geometric_convergence
-- 'DoeblinContraction.geometric_convergence' depends on axioms: [propext, Classical.choice, Quot.sound]
#print axioms DoeblinContraction.exists_stationary
-- 'DoeblinContraction.exists_stationary' depends on axioms: [propext, Classical.choice, Quot.sound]
#print axioms DoeblinContraction.contraction_sharp
-- 'DoeblinContraction.contraction_sharp' depends on axioms: [propext, Classical.choice, Quot.sound]
```

## What the theorems cover, and how they are proved

The states form a finite type `ι`, and $N$ is `Fintype.card ι`. Populations are functions `ι → ℝ`, `P *ᵥ v` is the matrix-vector product, and `l1` is the 1-norm. `Mixes P ε` collects the conditions $\varepsilon\ge0$, $P_{ij}\ge\varepsilon$ and unit column sums. `IsProb` describes a probability vector, and `evolve P p n` is the population after the steps $0,\dots,n-1$.

`doeblin_contraction` is the one-step bound and `driven_memory_loss` the product bound. The latter compares two populations under the same driving and does not say that either of them settles down.

`geometric_convergence` takes a stationary `π` as a hypothesis and requires only that `p` and `π` have equal totals, not that they are nonnegative. It yields the error bound and the limit. `exists_stationary` supplies a stationary probability vector, so together they give the result for every initial probability vector. `[Nonempty ι]` excludes the case of no states, where no probability vector exists.

The proofs follow the derivation:

- `factor_nonneg` sums the entry bound over one column and treats the empty state space separately. `total_conserved` exchanges the sums with `Finset.sum_comm`.
- In `doeblin_contraction`, the equation `e` subtracts $\varepsilon$ from the entries, `key` applies the triangle inequality to one component, and the `calc` block adds up the columns.
- `driven_memory_loss` is an induction on `n`. `tot` carries conservation through all steps, and `hz` shows that the current difference is zero-sum. Multiplying the induction hypothesis by the next factor requires `factor_nonneg`.
- `evolve_const` identifies constant driving with matrix powers. Mathlib's distance between population vectors is the largest componentwise difference, and `dist_le_l1` bounds it by the 1-norm. `geometric_convergence` then squeezes the distance to zero.
- In `exists_stationary`, `prob` shows that all iterates of the uniform distribution are probability vectors, and `cau` that they form a Cauchy sequence. Uniqueness of limits, `tendsto_nhds_unique`, gives the total and the stationarity of `π`.
- `contraction_sharp` checks that `uniformJump ε` satisfies `Mixes` and computes its action on zero-sum vectors.

The theorems concern exact real arithmetic and discrete steps. Rounding errors, the computation of $P$ from rates and infinite state spaces are not treated. The factor is a worst-case bound: since $\varepsilon\le1/N$ is set by the rarest transition, a large network can relax much faster than $1-N\varepsilon$ suggests.
